# The zero-energy WKB action of a barrier of fixed height and shape is proportional to its width

Some estimates of the tunnelling correction to a rate use a barrier width as well as a barrier height, both taken from a computed reaction profile. In a one-dimensional WKB model with the particle's energy at the foot of the barrier, two electronic-structure methods that agree on the height and shape but not on the width give different tunnelling factors, provided the barrier is not identically zero.

## Scaling out the width

Let a particle of mass $m>0$ meet the barrier $V(x)=V_0f(x/w)$ on $[-w,w]$, with $V_0,w>0$ and $f$ continuous and nonnegative on $[-1,1]$. The number $V_0$ is the actual height when $f$ has maximum 1. The barrier extends over a length $2w$; where a formula below calls $w$ a width, the half-width is meant. At energy zero the action is

$$S=\int_{-w}^{w}\sqrt{2mV_0f(x/w)}\,dx=\sqrt{2mV_0}\int_{-w}^{w}\sqrt{f(x/w)}\,dx .$$

Substituting $u=x/w$, $dx=w\,du$, gives

$$S=w\sqrt{2mV_0}\,C,\qquad C=\int_{-1}^{1}\sqrt{f(u)}\,du .$$

For $f(u)=1-u^2$, $C$ is the area of the upper half of the unit disc, $\pi/2$.

If $f$ vanishes on $[-1,1]$, then $C=0$. If $f(u_0)>0$ somewhere, continuity keeps $\sqrt f$ above a positive number on a short interval in $[-1,1]$ containing $u_0$, so $C>0$.

With $\hbar>0$, the tunnelling factor is

$$T=e^{-2S/\hbar}=e^{-kw},\qquad k=\frac{2\sqrt{2mV_0}\,C}{\hbar}.$$

If $C=0$, every width gives $T=1$. If $C>0$, then $k>0$ and different widths give different factors; moreover, any $T$ with $0<T<1$ comes from exactly one width, $w=-\ln T/k$.

For two barriers of the same nonzero shape, with heights $V_1,V_2$ and widths $w_1,w_2$, equal factors mean $w_1\sqrt{2mV_1}=w_2\sqrt{2mV_2}$. Both sides are positive, so squaring and dividing by $2m$ gives the equivalent condition $w_1^2V_1=w_2^2V_2$.

## Barrier, action and factor in Lean

```lean
import Mathlib

open Set

namespace BarrierWidthTunnelling

noncomputable section
```

The shape is a function on all of $\mathbb R$, but only its values on $[-1,1]$ enter the results.

```lean
/-- The potential barrier of height scale `V0`, half-width `w` and dimensionless shape `f`. -/
def barrier (V0 w : ℝ) (f : ℝ → ℝ) (x : ℝ) : ℝ := V0 * f (x / w)
```

The action takes any potential and integrates over $[-w,w]$. The energy is fixed at zero, so $\sqrt{2mV}$ is the magnitude of the imaginary momentum under the barrier.

```lean
/-- The WKB action of a particle of mass `m` at energy zero under the potential `V`
on `[-w, w]`. -/
def wkbAction (m : ℝ) (V : ℝ → ℝ) (w : ℝ) : ℝ := ∫ x in (-w)..w, √(2 * m * V x)
```

The constant $C$ is `shapeConstant f`.

```lean
/-- The dimensionless integral of `√f` over `[-1, 1]`. -/
def shapeConstant (f : ℝ → ℝ) : ℝ := ∫ u in (-1 : ℝ)..1, √(f u)
```

The exponential is taken as the definition of the tunnelling factor. It is not derived from the Schrödinger equation, and it has no prefactor or thermal average over energies.

```lean
/-- The WKB tunnelling factor `exp (-2 action / hbar)`. -/
def wkbFactor (hbar m : ℝ) (V : ℝ → ℝ) (w : ℝ) : ℝ :=
  Real.exp (-2 * wkbAction m V w / hbar)
```

## The action formula and the parabola

The first theorem states that the integrand is integrable and gives the value of the action. Integrability follows because $x/w$ maps $[-w,w]$ into $[-1,1]$, which makes the integrand continuous. For the value, `hpt` factors the square root and `hsub` performs the substitution. Nonnegativity of $f$ is not needed here: Lean's real square root is zero on negative numbers, so classically allowed stretches add nothing to the action.

```lean
variable {hbar m V0 w : ℝ} {f : ℝ → ℝ}

/-- For a continuous shape the action integral exists and equals the half-width times
`√(2 m V0)` times the shape constant. -/
theorem wkbAction_barrier (hm : 0 < m) (hV : 0 < V0) (hw : 0 < w)
    (hf : ContinuousOn f (Icc (-1) 1)) :
    IntervalIntegrable (fun x => √(2 * m * barrier V0 w f x)) MeasureTheory.volume (-w) w ∧
      wkbAction m (barrier V0 w f) w = w * √(2 * m * V0) * shapeConstant f := by
  constructor
  · have hmap : MapsTo (fun x : ℝ => x / w) (Icc (-w) w) (Icc (-1) 1) := by
      intro x hx
      constructor
      · show -1 ≤ x / w
        rw [le_div_iff₀ hw]
        linarith [hx.1]
      · show x / w ≤ 1
        rw [div_le_iff₀ hw]
        linarith [hx.2]
    have hc : ContinuousOn (fun x => f (x / w)) (Icc (-w) w) :=
      hf.comp (continuous_id.div_const w).continuousOn hmap
    have hs : ContinuousOn (fun x => √(2 * m * barrier V0 w f x)) (Icc (-w) w) :=
      Real.continuous_sqrt.comp_continuousOn
        (continuousOn_const.mul (continuousOn_const.mul hc))
    exact hs.intervalIntegrable_of_Icc (by linarith)
  · -- the height and the mass factor out of the local momentum
    have hpt : ∀ x, √(2 * m * barrier V0 w f x) = √(2 * m * V0) * √(f (x / w)) := by
      intro x
      rw [← Real.sqrt_mul (by positivity)]
      congr 1
      unfold barrier
      ring
    -- the substitution u = x / w brings out the width
    have hsub : ∫ x in (-w)..w, √(f (x / w)) = w * ∫ u in (-1 : ℝ)..1, √(f u) := by
      have h := intervalIntegral.integral_comp_div (a := -w) (b := w)
        (fun u => √(f u)) hw.ne'
      rwa [neg_div, div_self hw.ne', smul_eq_mul] at h
    unfold wkbAction shapeConstant
    simp only [hpt]
    rw [intervalIntegral.integral_const_mul, hsub]
    ring
```

For the parabola, Mathlib supplies the half-disc integral.

```lean
/-- For the inverted parabola `V0 (1 - (x/w)^2)` the action is `(π/2) w √(2 m V0)`. -/
theorem wkbAction_parabola (hm : 0 < m) (hV : 0 < V0) (hw : 0 < w) :
    wkbAction m (barrier V0 w (fun u => 1 - u ^ 2)) w
      = Real.pi / 2 * (w * √(2 * m * V0)) := by
  have hc : Continuous (fun u : ℝ => 1 - u ^ 2) := by fun_prop
  have hs : shapeConstant (fun u => 1 - u ^ 2) = Real.pi / 2 := integral_sqrt_one_sub_sq
  rw [(wkbAction_barrier hm hV hw hc.continuousOn).2, hs]
  ring
```

## When the width matters

The next lemma characterises $C>0$. In one direction, a shape that vanishes throughout the interval would make the integral zero; in the other, `intervalIntegral.integral_pos` turns continuity and one positive value into a positive integral.

```lean
/-- The shape constant of a continuous nonnegative shape is positive exactly when the shape
is not identically zero on `[-1, 1]`. -/
theorem shapeConstant_pos_iff (hf : ContinuousOn f (Icc (-1) 1))
    (h0 : ∀ u ∈ Icc (-1 : ℝ) 1, 0 ≤ f u) :
    0 < shapeConstant f ↔ ∃ u ∈ Icc (-1 : ℝ) 1, f u ≠ 0 := by
  constructor
  · intro hpos
    by_contra hne
    have hn : ∀ u ∈ Icc (-1 : ℝ) 1, f u = 0 :=
      fun u hu => by_contra fun h => hne ⟨u, hu, h⟩
    have hz : ∫ u in (-1 : ℝ)..1, √(f u) = ∫ _u in (-1 : ℝ)..1, (0 : ℝ) := by
      apply intervalIntegral.integral_congr
      intro u hu
      rw [uIcc_of_le (by norm_num)] at hu
      simp [hn u hu]
    unfold shapeConstant at hpos
    rw [hz] at hpos
    simp at hpos
  · rintro ⟨u, hu, h⟩
    exact intervalIntegral.integral_pos (by norm_num)
      (Real.continuous_sqrt.comp_continuousOn hf) (fun x _ => Real.sqrt_nonneg _)
      ⟨u, hu, Real.sqrt_pos.2 (lt_of_le_of_ne (h0 u hu) (Ne.symm h))⟩
```

Inserting the action formula into the factor gives $e^{-kw}$.

```lean
/-- The tunnelling factor at fixed height, mass and shape is an exponential in the width. -/
theorem wkbFactor_barrier (hm : 0 < m) (hV : 0 < V0) (hw : 0 < w)
    (hf : ContinuousOn f (Icc (-1) 1)) :
    wkbFactor hbar m (barrier V0 w f) w
      = Real.exp (-(2 * √(2 * m * V0) * shapeConstant f / hbar) * w) := by
  unfold wkbFactor
  rw [(wkbAction_barrier hm hV hw hf).2]
  congr 1
  ring
```

The comparison assumes $w_1\ne w_2$ and a common mass, height and shape. It says that the factors differ if and only if $f$ is nonzero somewhere on $[-1,1]$. The proof replaces the right-hand side by $C>0$ and compares exponents. If $C$ were zero, both exponents would vanish; if it is positive, cancelling $-k$ would force the widths to be equal.

```lean
/-- Two barriers of equal height and shape but different widths have different tunnelling
factors exactly when the shape is not identically zero on `[-1, 1]`. -/
theorem wkbFactor_ne_iff {w₁ w₂ : ℝ} (hh : 0 < hbar) (hm : 0 < m) (hV : 0 < V0)
    (hw₁ : 0 < w₁) (hw₂ : 0 < w₂) (hne : w₁ ≠ w₂) (hf : ContinuousOn f (Icc (-1) 1))
    (h0 : ∀ u ∈ Icc (-1 : ℝ) 1, 0 ≤ f u) :
    wkbFactor hbar m (barrier V0 w₁ f) w₁ ≠ wkbFactor hbar m (barrier V0 w₂ f) w₂ ↔
      ∃ u ∈ Icc (-1 : ℝ) 1, f u ≠ 0 := by
  rw [← shapeConstant_pos_iff hf h0, wkbFactor_barrier hm hV hw₁ hf,
    wkbFactor_barrier hm hV hw₂ hf, Ne, Real.exp_eq_exp]
  constructor
  · intro h
    have hnn : 0 ≤ shapeConstant f :=
      intervalIntegral.integral_nonneg (by norm_num) (fun u _ => Real.sqrt_nonneg _)
    rcases hnn.eq_or_lt with h' | h'
    · exact (h (by rw [← h']; simp)).elim
    · exact h'
  · intro hC h
    have hk : 0 < 2 * √(2 * m * V0) * shapeConstant f / hbar := by positivity
    exact hne (mul_left_cancel₀ (neg_ne_zero.2 hk.ne') h)
```

## Recovering a width and trading it against height

In this model, then, a known height alone does not restrict the factor within $(0,1)$. The quantifier `∃!` expresses existence and uniqueness of the positive width. The proof checks that $-\ln T/k$ is positive and yields $T$, then takes logarithms to show that any other solution equals it.

```lean
/-- At fixed height, mass and nonzero shape, every number strictly between 0 and 1 is the
tunnelling factor of exactly one barrier width. -/
theorem existsUnique_width {T : ℝ} (hh : 0 < hbar) (hm : 0 < m) (hV : 0 < V0)
    (hf : ContinuousOn f (Icc (-1) 1)) (h0 : ∀ u ∈ Icc (-1 : ℝ) 1, 0 ≤ f u)
    (hne : ∃ u ∈ Icc (-1 : ℝ) 1, f u ≠ 0) (hT0 : 0 < T) (hT1 : T < 1) :
    ∃! w : ℝ, 0 < w ∧ wkbFactor hbar m (barrier V0 w f) w = T := by
  have hC := (shapeConstant_pos_iff hf h0).2 hne
  obtain ⟨k, hk, key⟩ : ∃ k : ℝ, 0 < k ∧ ∀ w : ℝ, 0 < w →
      wkbFactor hbar m (barrier V0 w f) w = Real.exp (-k * w) :=
    ⟨2 * √(2 * m * V0) * shapeConstant f / hbar, by positivity,
      fun w hw => wkbFactor_barrier hm hV hw hf⟩
  have hk' : k ≠ 0 := hk.ne'
  have hlog := Real.log_neg hT0 hT1
  -- the width is read off from the logarithm of the factor
  have hpos : 0 < -Real.log T / k := div_pos (by linarith) hk
  refine ⟨-Real.log T / k, ⟨hpos, ?_⟩, ?_⟩
  · rw [key _ hpos, show -k * (-Real.log T / k) = Real.log T by field_simp,
      Real.exp_log hT0]
  · rintro w ⟨hw, h⟩
    rw [key w hw] at h
    rw [← h, Real.log_exp, eq_div_iff hk']
    ring
```

The last theorem lets the height vary too. Its forward direction cancels $2C/\hbar$ and squares; the reverse direction uses `pow_left_inj₀` to recover equality of the nonnegative quantities from equality of their squares. Thus an error in height can be compensated by an error in width: for a fixed nonzero shape, doubling the width while quartering the height leaves the factor unchanged.

```lean
/-- Two barriers of the same nonzero shape have equal tunnelling factors for a given mass
exactly when height times squared width agrees. -/
theorem wkbFactor_eq_iff {V₁ V₂ w₁ w₂ : ℝ} (hh : 0 < hbar) (hm : 0 < m)
    (hV₁ : 0 < V₁) (hV₂ : 0 < V₂) (hw₁ : 0 < w₁) (hw₂ : 0 < w₂)
    (hf : ContinuousOn f (Icc (-1) 1)) (h0 : ∀ u ∈ Icc (-1 : ℝ) 1, 0 ≤ f u)
    (hne : ∃ u ∈ Icc (-1 : ℝ) 1, f u ≠ 0) :
    wkbFactor hbar m (barrier V₁ w₁ f) w₁ = wkbFactor hbar m (barrier V₂ w₂ f) w₂ ↔
      w₁ ^ 2 * V₁ = w₂ ^ 2 * V₂ := by
  have hC := (shapeConstant_pos_iff hf h0).2 hne
  have hk : 0 < 2 * shapeConstant f / hbar := by positivity
  have s₁ : √(2 * m * V₁) ^ 2 = 2 * m * V₁ := Real.sq_sqrt (by positivity)
  have s₂ : √(2 * m * V₂) ^ 2 = 2 * m * V₂ := Real.sq_sqrt (by positivity)
  rw [wkbFactor_barrier hm hV₁ hw₁ hf, wkbFactor_barrier hm hV₂ hw₂ hf, Real.exp_eq_exp]
  constructor
  · intro h
    -- cancel the common constant, then square
    have h1 : w₁ * √(2 * m * V₁) = w₂ * √(2 * m * V₂) :=
      mul_left_cancel₀ hk.ne' (by linear_combination -h)
    have h2 : (w₁ * √(2 * m * V₁)) ^ 2 = (w₂ * √(2 * m * V₂)) ^ 2 := by rw [h1]
    rw [mul_pow, mul_pow, s₁, s₂] at h2
    have h2m : 2 * m ≠ 0 := by positivity
    exact mul_left_cancel₀ h2m (by linear_combination h2)
  · intro h
    have h1 : w₁ * √(2 * m * V₁) = w₂ * √(2 * m * V₂) := by
      refine (pow_left_inj₀ (by positivity) (by positivity) two_ne_zero).1 ?_
      rw [mul_pow, mul_pow, s₁, s₂]
      linear_combination 2 * m * h
    linear_combination (-(2 * shapeConstant f / hbar)) * h1

end

end BarrierWidthTunnelling
```

```lean
#print axioms BarrierWidthTunnelling.wkbAction_barrier
-- 'BarrierWidthTunnelling.wkbAction_barrier' depends on axioms: [propext, Classical.choice, Quot.sound]
#print axioms BarrierWidthTunnelling.wkbFactor_ne_iff
-- 'BarrierWidthTunnelling.wkbFactor_ne_iff' depends on axioms: [propext, Classical.choice, Quot.sound]
#print axioms BarrierWidthTunnelling.existsUnique_width
-- 'BarrierWidthTunnelling.existsUnique_width' depends on axioms: [propext, Classical.choice, Quot.sound]
#print axioms BarrierWidthTunnelling.wkbFactor_eq_iff
-- 'BarrierWidthTunnelling.wkbFactor_eq_iff' depends on axioms: [propext, Classical.choice, Quot.sound]
```
